# A lower bound on a perturbed eigenvector's weight on one level when all other levels are far from its eigenvalue

A Hamiltonian `H` on a finite-dimensional complex state space has an orthonormal eigenbasis `u` with real energies `l`, and `V` is any linear operator added to it. Let `w` satisfy `(H + V) w = m • w` for a complex number `m`, and suppose that every level except `k₀` lies at distance at least `d > 0` from `m`. The theorem `isolated_level_weight` states that the weight |⟨u_k₀, w⟩|² is then at least ‖w‖² − ‖Vw‖²/d², which for a normalised `w` reads 1 − ‖Vw‖²/d². The proof splits the total weight ‖w‖² into the part on `k₀` and the rest, and bounds the rest by the earlier leakage estimate `leakage_le`.

The failing Lean file:

```lean
import Mathlib

open scoped InnerProductSpace

namespace EigenvectorLeakage

noncomputable section

variable {n S : Type*} [Fintype n] [NormedAddCommGroup S] [InnerProductSpace ℂ S]

/-- The orthonormal basis `u` consists of eigenvectors of `H` with real energies `l`. -/
def IsEigenbasis (H : S →ₗ[ℂ] S) (u : OrthonormalBasis n ℂ S) (l : n → ℝ) : Prop :=
  ∀ k, H (u k) = (l k : ℂ) • u k

/-- The levels whose energy lies at distance at least `d` from the complex number `m`. -/
def farLevels (l : n → ℝ) (m : ℂ) (d : ℝ) : Finset n :=
  Finset.univ.filter (fun k => d ≤ ‖(l k : ℂ) - m‖)

/-- The weight of the state `w` on the levels at distance at least `d` from `m`. -/
def leakage (u : OrthonormalBasis n ℂ S) (l : n → ℝ) (m : ℂ) (d : ℝ) (w : S) : ℝ :=
  ∑ k ∈ farLevels l m d, ‖⟪u k, w⟫_ℂ‖ ^ 2

variable {H V : S →ₗ[ℂ] S} {u : OrthonormalBasis n ℂ S} {l : n → ℝ} {m : ℂ} {w : S} {d : ℝ}

/-- In its eigenbasis the Hamiltonian multiplies each amplitude by the energy of the level. -/
theorem inner_hamiltonian (hu : IsEigenbasis H u l) (k : n) (x : S) :
    ⟪u k, H x⟫_ℂ = (l k : ℂ) * ⟪u k, x⟫_ℂ := by
  classical
  have hu' : ∀ j, H (u j) = (l j : ℂ) • u j := hu
  have ho := orthonormal_iff_ite.mp u.orthonormal
  -- expand the state in the eigenbasis and keep the single surviving term
  have hx : H x = ∑ j, ⟪u j, x⟫_ℂ • ((l j : ℂ) • u j) := by
    conv_lhs => rw [← u.sum_repr' x]
    simp only [map_sum, map_smul, hu']
  rw [hx, inner_sum]
  simp only [inner_smul_right, ho]
  rw [Finset.sum_eq_single k]
  · simp [mul_comm]
  · intro j _ hj
    simp [Ne.symm hj]
  · simp

/-- The amplitude of a perturbed eigenvector on level `k`, times the energy mismatch `m - l k`,
equals the component of `V w` on that level. -/
theorem mismatch_mul_amplitude (hu : IsEigenbasis H u l) (h : (H + V) w = m • w) (k : n) :
    (m - l k) * ⟪u k, w⟫_ℂ = ⟪u k, V w⟫_ℂ := by
  have h1 := congrArg (fun x => ⟪u k, x⟫_ℂ) h
  simp only [LinearMap.add_apply, inner_add_right, inner_smul_right,
    inner_hamiltonian hu] at h1
  linear_combination -h1

/-- The weight of `V w` on level `k` is the weight of `w` there times the squared distance of
the level from `m`. -/
theorem coupling_weight (hu : IsEigenbasis H u l) (h : (H + V) w = m • w) (k : n) :
    ‖⟪u k, V w⟫_ℂ‖ ^ 2 = ‖(l k : ℂ) - m‖ ^ 2 * ‖⟪u k, w⟫_ℂ‖ ^ 2 := by
  rw [← mismatch_mul_amplitude hu h k, norm_mul, mul_pow, norm_sub_rev]

/-- The leakage is bounded by the weight of `V w` on the far levels alone, divided by `d ^ 2`. -/
theorem leakage_le_far_coupling (hu : IsEigenbasis H u l) (h : (H + V) w = m • w)
    (hd : 0 < d) :
    leakage u l m d w ≤ (∑ k ∈ farLevels l m d, ‖⟪u k, V w⟫_ℂ‖ ^ 2) / d ^ 2 := by
  rw [le_div_iff₀ (by positivity), leakage, Finset.sum_mul]
  refine Finset.sum_le_sum fun k hk => ?_
  have hk' : d ≤ ‖(l k : ℂ) - m‖ := (Finset.mem_filter.1 hk).2
  have h2 := pow_le_pow_left₀ hd.le hk' 2
  rw [coupling_weight hu h k]
  linarith [mul_le_mul_of_nonneg_right h2 (sq_nonneg ‖⟪u k, w⟫_ℂ‖)]

/-- Leakage bound: an eigenvector `w` of `H + V` with eigenvalue `m` has weight at most
`‖V w‖ ^ 2 / d ^ 2` on the levels of `H` at distance at least `d` from `m`. -/
theorem leakage_le (hu : IsEigenbasis H u l) (h : (H + V) w = m • w) (hd : 0 < d) :
    leakage u l m d w ≤ ‖V w‖ ^ 2 / d ^ 2 := by
  refine (leakage_le_far_coupling hu h hd).trans ?_
  -- Parseval: the far components of `V w` are part of its full norm
  rw [← u.sum_sq_norm_inner_right (V w)]
  refine div_le_div_of_nonneg_right ?_ (sq_nonneg d)
  exact Finset.sum_le_sum_of_subset_of_nonneg (Finset.subset_univ _)
    (fun k _ _ => sq_nonneg _)

/-- If every level except `k₀` lies at distance at least `d` from `m`, the weight of `w` on
`k₀` is at least `‖w‖ ^ 2 - ‖V w‖ ^ 2 / d ^ 2`. -/
theorem isolated_level_weight (hu : IsEigenbasis H u l) (h : (H + V) w = m • w) (hd : 0 < d)
    (k₀ : n) (hgap : ∀ k, k ≠ k₀ → d ≤ ‖(l k : ℂ) - m‖) :
    ‖w‖ ^ 2 - ‖V w‖ ^ 2 / d ^ 2 ≤ ‖⟪u k₀, w⟫_ℂ‖ ^ 2 := by
  classical
  have h1 := Finset.add_sum_erase Finset.univ (fun k => ‖⟪u k, w⟫_ℂ‖ ^ 2)
    (Finset.mem_univ k₀)
  have h2 : ∑ k ∈ Finset.univ.erase k₀, ‖⟪u k, w⟫_ℂ‖ ^ 2 ≤ leakage u l m d w := by
    refine Finset.sum_le_sum_of_subset_of_nonneg ?_ (fun k _ _ => sq_nonneg _)
    intro k hk
    exact Finset.mem_filter.2 ⟨Finset.mem_univ k, hgap k (Finset.ne_of_mem_erase hk)⟩
  have h3 := u.sum_sq_norm_inner_right w
  have h4 := leakage_le hu h hd
  simp only at h1
  linarith

end

end EigenvectorLeakage
```

Compiling this gives:

```
Main.lean:94:2: error: `simp` made no progress
```

Diagnosis. The message says that `simp only at h1` found nothing to change in `h1`, and Lean treats a `simp` call that changes nothing as an error. With no lemmas listed, the call could do little more than basic reductions, such as applying the function `fun k => ‖⟪u k, w⟫_ℂ‖ ^ 2` to `k₀`. That step was not needed: when `Finset.add_sum_erase` is given this function, Lean already substitutes the arguments in the type it infers for `h1`. So `h1` already says that the weight on `k₀` plus the sum over the other levels equals the sum over all levels.

The repair deletes the call and leaves a blank line in its place, which has no effect. `linarith` then proves the bound from `h1` as it stands, together with `h2` (the other levels carry at most the leakage), `h3` (the weights sum to ‖w‖²) and `h4` (the leakage is at most ‖Vw‖²/d²).

After these edits no error is left:

```diff
@@ -92,5 +92,5 @@
   have h3 := u.sum_sq_norm_inner_right w
   have h4 := leakage_le hu h hd
-  simp only at h1
+
   linarith
 
```
